# Every unitary matrix is a diagonal of phases times at most n(n−1)/2 nearest-neighbour Givens rotations

Every unitary $n\times n$ matrix $U$ can be written as

$$U = D\,G_1G_2\cdots G_m,\qquad m\le \frac{n(n-1)}{2},$$

where $D$ is diagonal with entries of modulus one and each $G_k$ is a complex Givens rotation that mixes two adjacent coordinates.

The physical problem is a change of orbitals, $\tilde\phi_q=\sum_p\phi_p U_{pq}$, on a device that couples only neighbouring orbitals in a fixed order. In quantum algorithms for chemistry such rotations prepare Slater determinants and change the basis between parts of a simulation; the result concerns only these one-particle, non-interacting transformations of finitely many orbitals.

## Gates on adjacent orbitals

In the code, `Mat` stands for the complex $n\times n$ matrices. Rows and columns are numbered from $0$ to $n-1$, as they are below.

```lean
import Mathlib

open Matrix ComplexConjugate

namespace NeighbourGivens

variable {n : ℕ}

local notation "Mat" => Matrix (Fin n) (Fin n) ℂ
```

Let $e_a$ be the unit vector of coordinate $a$. For distinct coordinates $i$ and $j$, a real number $c$ and a complex number $s$, define $G=G_{ij}(c,s)$ by its columns:

$$Ge_i=c\,e_i+s\,e_j,\qquad Ge_j=-\bar s\,e_i+c\,e_j,\qquad Ge_b=e_b\quad(b\ne i,j).$$

This fixes the sign convention; some texts put the minus sign on the other off-diagonal entry.

```lean
/-- The complex Givens matrix on coordinates `i ≠ j`: column `i` is `c eᵢ + s eⱼ`, column `j` is
`-conj s eᵢ + c eⱼ`, and every other column is that of the identity. -/
def givens (i j : Fin n) (c : ℝ) (s : ℂ) : Mat :=
  Matrix.of fun a b =>
    if b = i then c * (1 : Mat) a i + s * (1 : Mat) a j
    else if b = j then -conj s * (1 : Mat) a i + c * (1 : Mat) a j
    else (1 : Mat) a b
```

A gate is allowed if $j=i+1$ and $c^2+|s|^2=1$. The second condition makes it conserve total probability. Such a gate can be written with a mixing angle $\theta$ and a relative phase $\varphi$, as $c=\cos\theta$ and $s=(\cos\varphi+\sqrt{-1}\,\sin\varphi)\sin\theta$.

```lean
/-- A nearest-neighbour gate: a Givens matrix on coordinates `i` and `i + 1` with real `c` and
`c² + |s|² = 1`. -/
def IsNeighbourGivens (G : Mat) : Prop :=
  ∃ i j : Fin n, i.val + 1 = j.val ∧
    ∃ (c : ℝ) (s : ℂ), c ^ 2 + ‖s‖ ^ 2 = 1 ∧ G = givens i j c s
```

A circuit is a list of allowed gates, and its cost is the length of the list. `Factors k A T` says that $A=T\,G_1\cdots G_m$ for some allowed gates with $m\le k$.

```lean
/-- `A` equals `T` times a product of at most `k` nearest-neighbour gates. -/
def Factors (k : ℕ) (A T : Mat) : Prop :=
  ∃ L : List Mat, (∀ G ∈ L, IsNeighbourGivens G) ∧ L.length ≤ k ∧ A = T * L.prod
```

If $A=BP$ and $B=CP'$, where $P$ and $P'$ are products of at most $k$ and $m$ gates, then $A=CP'P$, with at most $k+m$ gates. The proof concatenates the two lists in that order.

```lean
/-- Gate sequences can be joined, and their gate counts add. -/
theorem Factors.trans {k m : ℕ} {A B C : Mat} (h : Factors k A B) (h' : Factors m B C) :
    Factors (k + m) A C := by
  obtain ⟨L, hL, hk, rfl⟩ := h
  obtain ⟨L', hL', hm, rfl⟩ := h'
  exact ⟨L' ++ L, fun G hG => (List.mem_append.mp hG).elim (hL' G) (hL G),
    by rw [List.length_append]; omega, by rw [List.prod_append, mul_assoc]⟩
```

On the coordinates $i,j$ the definition gives the block

$$\begin{pmatrix}c&-\bar s\\ s&c\end{pmatrix}.$$

The proof compares the four entries.

```lean
/-- On two distinct coordinates `i`, `j` the Givens matrix has the block
`[[c, -conj s], [s, c]]`. -/
theorem givens_block {i j : Fin n} (hij : i ≠ j) (c : ℝ) (s : ℂ) :
    (givens i j c s).submatrix ![i, j] ![i, j] = !![(c : ℂ), -conj s; s, (c : ℂ)] := by
  ext p q
  fin_cases p <;> fin_cases q <;> simp [givens, Matrix.one_apply, hij, hij.symm]
```

## Mixing two columns and undoing it

Multiplying a matrix $M$ on the right by $G$ changes only two columns:

$$(MG)_{ai}=M_{ai}c+M_{aj}s,\qquad (MG)_{aj}=-M_{ai}\bar s+M_{aj}c.$$

This follows from $(MG)_{ab}=\sum_k M_{ak}G_{kb}$, because column $b$ of $G$ has at most two non-zero entries.

```lean
/-- Multiplying by a Givens matrix on the right mixes columns `i` and `j` and leaves all other
columns alone. -/
theorem mul_givens_apply (M : Mat) (i j : Fin n) (c : ℝ) (s : ℂ) (a b : Fin n) :
    (M * givens i j c s) a b =
      if b = i then M a i * c + M a j * s
      else if b = j then M a i * -conj s + M a j * c else M a b := by
  simp only [Matrix.mul_apply, givens, Matrix.of_apply]
  split_ifs <;> simp [mul_add, Finset.sum_add_distrib, Matrix.one_apply]
```

Reversing the sign of $s$ inverts the rotation:

$$\begin{pmatrix}c&-\bar s\\ s&c\end{pmatrix}\begin{pmatrix}c&\bar s\\ -s&c\end{pmatrix}
=\begin{pmatrix}c^2+|s|^2&0\\0&c^2+|s|^2\end{pmatrix}=1.$$

The Lean proof first turns the normalisation into the complex identity $c^2+s\bar s=1$. It then applies the column formula, and each `linear_combination` uses that identity in one of the two mixed columns.

```lean
/-- For `i ≠ j` and `c² + |s|² = 1`, the Givens rotation is undone by reversing the sign
of `s`. -/
theorem givens_mul_neg {i j : Fin n} (hij : i ≠ j) {c : ℝ} {s : ℂ}
    (h : c ^ 2 + ‖s‖ ^ 2 = 1) : givens i j c s * givens i j c (-s) = 1 := by
  have hc : (c : ℂ) * c + s * conj s = 1 := by
    rw [Complex.mul_conj, Complex.normSq_eq_norm_sq, ← sq]
    exact_mod_cast h
  ext a b
  rw [mul_givens_apply]
  simp only [givens, Matrix.of_apply, if_true, if_neg hij.symm, map_neg]
  split_ifs with hbi hbj
  · rw [hbi]
    linear_combination (1 : Mat) a i * hc
  · rw [hbj]
    linear_combination (1 : Mat) a j * hc
  · rfl
```

The second block in this product is also the adjoint of the first, since $c$ is real. Hence $GG^\dagger=1$, and every allowed gate is unitary. In the code `star` is the adjoint; `hstar` identifies it with the sign-reversed rotation by comparing entries.

```lean
/-- Every nearest-neighbour Givens gate is unitary. -/
theorem IsNeighbourGivens.unitary {G : Mat} (hG : IsNeighbourGivens G) :
    G ∈ unitaryGroup (Fin n) ℂ := by
  obtain ⟨i, j, hv, c, s, h, rfl⟩ := hG
  have hij : i ≠ j := by rintro rfl; omega
  have hstar : star (givens i j c s) = givens i j c (-s) := by
    ext a b
    simp only [Matrix.star_apply, givens, Matrix.of_apply, Matrix.one_apply]
    by_cases h1 : a = i <;> by_cases h2 : a = j <;> by_cases h3 : b = i <;>
      by_cases h4 : b = j <;> by_cases h5 : a = b <;> have h6 := eq_comm (a := a) (b := b) <;>
      simp_all
  rw [mem_unitaryGroup_iff, hstar, givens_mul_neg hij h]
```

## Removing one amplitude

Given two amplitudes $x,y$ in the same row, we want $-x\bar s+yc=0$. If $x=0$, take $c=0$ and $s=1$. If $x\ne0$, take

$$c=\frac{1}{\sqrt{1+|y/x|^2}},\qquad s=c\,\overline{(y/x)}.$$

Then $c^2+|s|^2=c^2(1+|y/x|^2)=1$, and $x\bar s=x\,c\,(y/x)=cy$, as required. A real $c$ therefore suffices for complex amplitudes. The proof makes the same case distinction and the same choices.

```lean
/-- For any two amplitudes `x`, `y` there is a Givens rotation with real `c` that removes the
second one. -/
theorem exists_rotation (x y : ℂ) :
    ∃ (c : ℝ) (s : ℂ), c ^ 2 + ‖s‖ ^ 2 = 1 ∧ x * -conj s + y * c = 0 := by
  by_cases hx : x = 0
  · exact ⟨0, 1, by simp, by simp [hx]⟩
  · obtain ⟨c, hc⟩ : ∃ c : ℝ, c ^ 2 * (1 + ‖y / x‖ ^ 2) = 1 := by
      have hp : 0 < 1 + ‖y / x‖ ^ 2 := by positivity
      refine ⟨(√(1 + ‖y / x‖ ^ 2))⁻¹, ?_⟩
      rw [inv_pow, Real.sq_sqrt hp.le]
      exact inv_mul_cancel₀ hp.ne'
    have hxy : x * (y / x) = y := by field_simp
    refine ⟨c, c * conj (y / x), ?_, ?_⟩
    · rw [norm_mul, RCLike.norm_conj, mul_pow, Complex.norm_real, Real.norm_eq_abs, sq_abs]
      linear_combination hc
    · rw [map_mul, Complex.conj_ofReal, Complex.conj_conj]
      linear_combination (-(c : ℂ)) * hxy
```

## Clearing a row from its far end

Suppose that the rows above row $r$ already vanish to the right of the diagonal. In row $r$, rotate columns $n-2$ and $n-1$ to remove the last entry, then columns $n-3$ and $n-2$ to remove the one before it, and so on towards the diagonal.

After $k$ steps the next pair is $i=n-k-2$ and $j=n-k-1$, with $i\ge r$. The rotation removes entry $j$ of row $r$ and does no damage elsewhere:

- Entries of row $r$ beyond column $j$ are not touched.
- In a row $a<r$, both mixed entries lie to the right of the diagonal, because $a<r\le i<j$. They are zero, and so are their combinations.

If $T$ is the current matrix and $G$ the chosen rotation, then $T=(TG)G^{-1}$. The circuit therefore records $G^{-1}=G_{ij}(c,-s)$, which is again an allowed gate.

The Lean proof is an induction on $k$. The statement `hz` supplies the two zeros in earlier rows, and `hzero` is the removal condition in row $r$.

```lean
/-- If the rows above row `r` vanish right of the diagonal, then `k` neighbour gates, with
`r + k < n`, clear the last `k` entries of row `r` and keep the earlier rows cleared. -/
theorem sweep_row (A : Mat) (r k : ℕ) (hk : r + k < n)
    (hA : ∀ a b : Fin n, a < b → a.val < r → A a b = 0) :
    ∃ T : Mat, Factors k A T ∧
      ∀ a b : Fin n, a < b → (a.val < r ∨ a.val = r ∧ n ≤ b.val + k) → T a b = 0 := by
  induction k with
  | zero =>
    refine ⟨A, ⟨[], by simp, by simp, by simp⟩, fun a b hab h => hA a b hab ?_⟩
    have := b.isLt
    omega
  | succ k ih =>
    obtain ⟨T, hF, hT⟩ := ih (by omega)
    obtain ⟨i, hi⟩ : ∃ i : Fin n, i.val + k + 2 = n :=
      ⟨⟨n - k - 2, by omega⟩, by show n - k - 2 + k + 2 = n; omega⟩
    obtain ⟨j, hj⟩ : ∃ j : Fin n, j.val + k + 1 = n :=
      ⟨⟨n - k - 1, by omega⟩, by show n - k - 1 + k + 1 = n; omega⟩
    have hij : i ≠ j := by rintro rfl; omega
    -- choose the rotation that removes entry `j` of row `r`
    obtain ⟨c, s, hcs, hzero⟩ := exists_rotation (T ⟨r, by omega⟩ i) (T ⟨r, by omega⟩ j)
    refine ⟨T * givens i j c s, hF.trans ⟨[givens i j c (-s)], ?_, le_rfl, ?_⟩, ?_⟩
    · intro G hG
      exact ⟨i, j, by omega, c, -s, by rwa [norm_neg], List.mem_singleton.mp hG⟩
    · rw [List.prod_singleton, mul_assoc, givens_mul_neg hij hcs, mul_one]
    · intro a b hab h
      have hab' : a.val < b.val := hab
      -- in earlier rows both mixed entries are already zero
      have hz : a.val < r → T a i = 0 ∧ T a j = 0 := fun har =>
        ⟨hT a i (Fin.lt_def.mpr (by omega)) (Or.inl har),
          hT a j (Fin.lt_def.mpr (by omega)) (Or.inl har)⟩
      rw [mul_givens_apply]
      split_ifs with hbi hbj
      · have hb := congrArg Fin.val hbi
        obtain ⟨h1, h2⟩ := hz (by omega)
        rw [h1, h2]
        ring
      · rcases h with har | ⟨har, _⟩
        · rw [(hz har).1, (hz har).2]
          ring
        · have ha : a = ⟨r, by omega⟩ := Fin.ext har
          rw [ha]
          exact hzero
      · have hb : b.val ≠ j.val := fun e => hbj (Fin.ext e)
        exact hT a b hab (by omega)
```

## Clearing all rows

Row $r$ has $n-1-r$ entries to the right of the diagonal. Treating the rows in order costs at most

$$\sum_{r=0}^{n-1}(n-1-r)=\sum_{q=0}^{n-1}q=\frac{n(n-1)}2$$

gates and leaves a lower triangular matrix $T$. So far the unitarity of $U$ has not been used: the factorisation $A=T\,G_1\cdots G_m$ holds for every complex square matrix $A$. The inner statement `key` is the induction over rows with its running gate count, and the last line evaluates the sum.

```lean
/-- Every complex square matrix is a lower triangular matrix times at most `n(n-1)/2`
nearest-neighbour Givens gates. -/
theorem lowerTriangular_mul_givens (A : Mat) :
    ∃ T : Mat, Factors (n * (n - 1) / 2) A T ∧ ∀ a b : Fin n, a < b → T a b = 0 := by
  -- clear the rows one after another, counting the gates
  have key : ∀ r ≤ n, ∃ T : Mat, Factors (∑ q ∈ Finset.range r, (n - 1 - q)) A T ∧
      ∀ a b : Fin n, a < b → a.val < r → T a b = 0 := by
    intro r
    induction r with
    | zero => exact fun _ => ⟨A, ⟨[], by simp, by simp, by simp⟩, fun a b _ h => by omega⟩
    | succ r ih =>
      intro hr
      obtain ⟨T, hF, hT⟩ := ih (by omega)
      obtain ⟨T', hF', hT'⟩ := sweep_row T r (n - 1 - r) (by omega) hT
      refine ⟨T', by rw [Finset.sum_range_succ]; exact hF.trans hF', fun a b hab h => ?_⟩
      have hab' : a.val < b.val := hab
      exact hT' a b hab (by omega)
  obtain ⟨T, hF, hT⟩ := key n le_rfl
  refine ⟨T, ?_, fun a b hab => hT a b hab a.isLt⟩
  rwa [Finset.sum_range_reflect (fun q => q) n, Finset.sum_range_id] at hF
```

## Triangular and unitary means diagonal

Let $T$ be lower triangular and unitary. Its inverse is lower triangular too. To see this, solve $Tx=e_b$ for column $b$ of the inverse. The diagonal entries of $T$ are non-zero because $T$ is invertible, so the equations numbered $0,\dots,b-1$ give $x_0=\dots=x_{b-1}=0$ in turn.

But $T^{-1}=T^\dagger$, so for $b<a$

$$0=(T^\dagger)_{ba}=\overline{T_{ab}}.$$

The entries below the diagonal therefore vanish as well. The diagonal part of $TT^\dagger=1$ now reads $|T_{ii}|^2=1$, so the remaining entries are phases.

The Lean proof takes the triangularity of the inverse from Mathlib, where `OrderDual.toDual` selects the lower triangular case. The statement `low` is the displayed consequence, and the rest computes the diagonal of $TT^\dagger$.

```lean
/-- A lower triangular unitary matrix is a diagonal matrix of phases. -/
theorem diagonal_of_lowerTriangular {T : Mat} (hU : T ∈ unitaryGroup (Fin n) ℂ)
    (hT : ∀ a b : Fin n, a < b → T a b = 0) :
    ∃ d : Fin n → ℂ, (∀ i, ‖d i‖ = 1) ∧ T = diagonal d := by
  have hTT := mem_unitaryGroup_iff.mp hU
  -- the inverse of `T` is lower triangular, and it is also the adjoint of `T`
  let _ : Invertible T := ⟨star T, mem_unitaryGroup_iff'.mp hU, hTT⟩
  have hb : T.BlockTriangular OrderDual.toDual := fun a b hab => hT a b hab
  have hinv := Matrix.blockTriangular_inv_of_blockTriangular hb
  rw [Matrix.inv_eq_right_inv hTT] at hinv
  have low : ∀ a b : Fin n, b < a → T a b = 0 := by
    intro a b hab
    have h : (star T) b a = 0 := hinv hab
    rwa [Matrix.star_apply, star_eq_zero] at h
  refine ⟨fun i => T i i, fun i => ?_, ?_⟩
  · have h := congrFun (congrFun hTT i) i
    rw [Matrix.mul_apply, Finset.sum_eq_single i] at h
    · rw [Matrix.star_apply, Matrix.one_apply_eq] at h
      have h' := congrArg norm h
      rw [norm_mul, norm_star, norm_one] at h'
      nlinarith [norm_nonneg (T i i)]
    · intro j _ hj
      rw [(lt_or_gt_of_ne hj).elim (low i j) (hT i j), zero_mul]
    · exact fun h' => absurd (Finset.mem_univ i) h'
  · ext a b
    by_cases hab : a = b
    · rw [hab, diagonal_apply_eq]
    · rw [diagonal_apply_ne _ hab]
      exact (lt_or_gt_of_ne hab).elim (hT a b) (low a b)
```

## The factorisation of a unitary matrix

Apply the sweep to a unitary $U$. This gives $U=TP$ with $P=G_1\cdots G_m$. As a product of unitary gates $P$ is unitary, so

$$T=UP^\dagger$$

is unitary. It is also lower triangular, hence $T=D=\operatorname{diag}(d_0,\dots,d_{n-1})$ with $|d_i|=1$, and $U=DP$.

In the theorem, `hU` says that $U$ is unitary, `d` holds the phases, and `L` is the list of gates. The conclusions are that each phase has modulus one, each list element is an allowed gate, the length is at most $n(n-1)/2$, and $U$ is the stated product. In the proof, `hTU` is the displayed formula for $T$ and `hTm` its unitarity.

```lean
/-- Every unitary `n × n` matrix is a diagonal matrix of phases times a product of at most
`n(n-1)/2` nearest-neighbour complex Givens rotations. -/
theorem unitary_eq_phases_mul_givens {U : Mat} (hU : U ∈ unitaryGroup (Fin n) ℂ) :
    ∃ (d : Fin n → ℂ) (L : List Mat), (∀ i, ‖d i‖ = 1) ∧ (∀ G ∈ L, IsNeighbourGivens G) ∧
      L.length ≤ n * (n - 1) / 2 ∧ U = diagonal d * L.prod := by
  obtain ⟨T, ⟨L, hL, hlen, hprod⟩, hT⟩ := lowerTriangular_mul_givens U
  have hP : L.prod ∈ unitaryGroup (Fin n) ℂ :=
    Submonoid.list_prod_mem _ fun G hG => (hL G hG).unitary
  have hP' : star L.prod ∈ unitaryGroup (Fin n) ℂ := by
    rw [mem_unitaryGroup_iff, star_star]
    exact mem_unitaryGroup_iff'.mp hP
  -- the triangular factor inherits unitarity
  have hTU : T = U * star L.prod := by
    rw [hprod, mul_assoc, mem_unitaryGroup_iff.mp hP, mul_one]
  have hTm : T ∈ unitaryGroup (Fin n) ℂ := by
    rw [hTU]
    exact Submonoid.mul_mem _ hU hP'
  obtain ⟨d, hd, hTd⟩ := diagonal_of_lowerTriangular hTm hT
  exact ⟨d, L, hd, hL, hlen, by rw [← hTd]; exact hprod⟩

end NeighbourGivens
```

```lean
#print axioms NeighbourGivens.givens_block
-- 'NeighbourGivens.givens_block' depends on axioms: [propext, Classical.choice, Quot.sound]
#print axioms NeighbourGivens.unitary_eq_phases_mul_givens
-- 'NeighbourGivens.unitary_eq_phases_mul_givens' depends on axioms: [propext, Classical.choice, Quot.sound]
```

## From the matrix to a circuit

`L.prod` multiplies the list from left to right. Acting on a column of amplitudes, the last gate in the list comes first and the phases come last. The bound counts Givens rotations only, not the phases, and makes no statement about circuit depth or about the smallest possible number of gates. For $n=0$ and $n=1$ it allows no gates, and the phases alone suffice.

The step from here to a quantum computer is the lift of these matrices to many-electron states: if each of the $n$ orbitals is a spin orbital with its own qubit, then under the Jordan–Wigner mapping in the same order a rotation of adjacent orbitals becomes a gate on two neighbouring qubits, and each phase becomes a one-qubit gate. That lift is standard physics added to the theorem, which concerns the $n\times n$ matrices themselves.

## Phases on the other side, and a matrix that fails

The same argument allows the phases to act first. Factorise $U^\dagger=D\,G_1\cdots G_m$ and take adjoints:

$$U=G_m^\dagger\cdots G_1^\dagger D^\dagger.$$

Each $G_k^\dagger$ is again a nearest-neighbour Givens rotation, so the gate bound is unchanged.

Unitarity of $U$ cannot be weakened to mutually orthogonal rows of equal norm. For $n\ge1$ the matrix $U=2\cdot 1$ has such rows, but their norm is $2$, whereas any product of phases and Givens gates is unitary and has rows of norm $1$.
